# The total charge a plasmon pulse transmits or reflects at a wire between two leads is independent of the wire's Luttinger parameter

A pulse of unit charge arrives from a lead with Luttinger parameter K₁ at a wire with parameter K, beyond which lies a lead with parameter K₂; all three are positive, and each junction conserves charge and keeps the time-integrated plasmon potential continuous. The theorem `total_charges` says that the charges leaving to the right, summed over all round trips in the wire, converge to 2K₂/(K₁ + K₂). Those leaving to the left converge to (K₁ − K₂)/(K₁ + K₂) − R₀, where R₀ is the charge reflected at once, so the total reflected charge is that of a direct junction between the leads. The proof writes both sequences as multiples of one geometric series, and then has to show that the sums this gives are the stated ones.

An attempt in Lean 4 with a fault in it:

```lean
import Mathlib

open Finset

namespace TotalCharges

noncomputable section

/-- Charge reflection coefficient for a plasmon pulse going from a medium with Luttinger
parameter `K₁` to one with parameter `K₂`, for `K₁ + K₂ ≠ 0`. -/
def refl (K₁ K₂ : ℝ) : ℝ := (K₁ - K₂) / (K₁ + K₂)

/-- Matching at a junction, for nonzero Luttinger parameters: an incident pulse of charge `i`
splits into a reflected charge `s` and a transmitted charge `t`. Charge is conserved, and the
time-integrated plasmon potential, proportional to charge over `K`, is continuous. -/
structure Junction (K₁ K₂ i s t : ℝ) : Prop where
  charge : i - s = t
  potential : (i + s) / K₁ = t / K₂

/-- A pulse of unit charge hits a wire (parameter `K`) between leads `K₁` and `K₂`, all nonzero.
`R₀` is reflected at once; `w j` and `u j` are the right- and left-moving pulses in the wire
on round trip `j`; `T j` leaves to the right and `R j` to the left. -/
structure PulseTrain (K₁ K K₂ R₀ : ℝ) (w u T R : ℕ → ℝ) : Prop where
  entry : Junction K₁ K 1 R₀ (w 0)
  right : ∀ j, Junction K K₂ (w j) (u j) (T j)
  left : ∀ j, Junction K K₁ (u j) (w (j + 1)) (R j)

/-- Reversing the direction of incidence changes the sign of the reflection coefficient. -/
theorem refl_swap (K₁ K₂ : ℝ) : refl K₂ K₁ = -refl K₁ K₂ := by
  unfold refl
  rw [← neg_div, neg_sub, add_comm K₂ K₁]

/-- Between media with positive Luttinger parameters, reflection is never total. -/
theorem abs_refl_lt_one {K₁ K₂ : ℝ} (h₁ : 0 < K₁) (h₂ : 0 < K₂) :
    |refl K₁ K₂| < 1 := by
  have h : 0 < K₁ + K₂ := add_pos h₁ h₂
  unfold refl
  rw [abs_lt]
  constructor
  · rw [lt_div_iff₀ h]
    linarith
  · rw [div_lt_iff₀ h]
    linarith

/-- For positive Luttinger parameters, the matching conditions hold exactly when the fraction
`refl K₁ K₂` of the incident charge is reflected and the rest is transmitted. -/
theorem junction_iff {K₁ K₂ i s t : ℝ} (h₁ : 0 < K₁) (h₂ : 0 < K₂) :
    Junction K₁ K₂ i s t ↔ s = refl K₁ K₂ * i ∧ t = (1 - refl K₁ K₂) * i := by
  have hne : K₁ + K₂ ≠ 0 := (add_pos h₁ h₂).ne'
  have hr : refl K₁ K₂ * (K₁ + K₂) = K₁ - K₂ := div_mul_cancel₀ _ hne
  constructor
  · rintro ⟨h, h'⟩
    rw [div_eq_div_iff h₁.ne' h₂.ne'] at h'
    have hs : s = refl K₁ K₂ * i := by
      apply mul_right_cancel₀ hne
      linear_combination h' - K₁ * h - i * hr
    exact ⟨hs, by linear_combination -h - hs⟩
  · rintro ⟨hs, ht⟩
    refine ⟨by rw [hs, ht]; ring, ?_⟩
    rw [div_eq_div_iff h₁.ne' h₂.ne', hs, ht]
    linear_combination i * hr

variable {K₁ K K₂ R₀ : ℝ} {w u T R : ℕ → ℝ}

/-- For positive Luttinger parameters, the pulses leaving the wire on either side form geometric
sequences, whose ratio is the product of the two internal reflection coefficients. -/
theorem pulse_charges (h₁ : 0 < K₁) (h : 0 < K) (h₂ : 0 < K₂)
    (P : PulseTrain K₁ K K₂ R₀ w u T R) (j : ℕ) :
    T j = (1 - refl K K₂) * (1 - refl K₁ K) * (refl K K₁ * refl K K₂) ^ j ∧
    R j = (1 - refl K K₁) * refl K K₂ * (1 - refl K₁ K) *
      (refl K K₁ * refl K K₂) ^ j := by
  have hu : ∀ j, u j = refl K K₂ * w j := fun j => ((junction_iff h h₂).1 (P.right j)).1
  -- one round trip multiplies the pulse by both internal reflection coefficients
  have hw : ∀ j, w j = (1 - refl K₁ K) * (refl K K₁ * refl K K₂) ^ j := by
    intro j
    induction j with
    | zero =>
      rw [((junction_iff h₁ h).1 P.entry).2, pow_zero]
    | succ j ih =>
      rw [((junction_iff h h₁).1 (P.left j)).1, hu, ih, pow_succ]
      ring
  constructor
  · rw [((junction_iff h h₂).1 (P.right j)).2, hw]
    ring
  · rw [((junction_iff h h₁).1 (P.left j)).2, hu, hw]
    ring

/-- For positive Luttinger parameters, the total transmitted charge is `2 K₂ / (K₁ + K₂)` and the
total reflected charge is that of a direct junction between the leads: the wire drops out. -/
theorem total_charges (h₁ : 0 < K₁) (h : 0 < K) (h₂ : 0 < K₂)
    (P : PulseTrain K₁ K K₂ R₀ w u T R) :
    HasSum T (2 * K₂ / (K₁ + K₂)) ∧ HasSum R (refl K₁ K₂ - R₀) := by
  have hq : |refl K K₁ * refl K K₂| < 1 := by
    have ha := abs_refl_lt_one h h₁
    have hb := abs_refl_lt_one h h₂
    rw [abs_mul]
    nlinarith [mul_nonneg (abs_nonneg (refl K K₂)) (sub_nonneg.2 ha.le)]
  have hR₀ : R₀ = refl K₁ K := by
    rw [((junction_iff h₁ h).1 P.entry).1, mul_one]
  have ha : K₁ + K ≠ 0 := (add_pos h₁ h).ne'
  have ha' : K + K₁ ≠ 0 := (add_pos h h₁).ne'
  have hb : K + K₂ ≠ 0 := (add_pos h h₂).ne'
  have hc : K₁ + K₂ ≠ 0 := (add_pos h₁ h₂).ne'
  -- the denominator of the geometric series
  have hd : 1 - refl K K₁ * refl K K₂ =
      2 * K * (K₁ + K₂) / ((K₁ + K) * (K + K₂)) := by
    unfold refl
    rw [add_comm K K₁]
    field_simp
    ring
  have geo := hasSum_geometric_of_abs_lt_one hq
  rw [hd] at geo
  constructor
  · rw [funext fun j => (pulse_charges h₁ h h₂ P j).1]
    convert geo.mul_left ((1 - refl K K₂) * (1 - refl K₁ K)) using 1
    unfold refl
    field_simp
    ring
  · rw [funext fun j => (pulse_charges h₁ h h₂ P j).2, hR₀]
    convert geo.mul_left ((1 - refl K K₁) * refl K K₂ * (1 - refl K₁ K)) using 1
    rw [refl_swap K₁ K]
    unfold refl
    field_simp
    ring

end

end TotalCharges
```

The error:

```
Main.lean:116:11: error: Tactic `unfold` failed to unfold `refl` in
  Real.instAddCommMonoid =
    CommRing.toNonUnitalCommRing.toNonUnitalNonAssocCommRing.toNonUnitalNonAssocSemiring.toAddCommMonoid
Main.lean:121:8: error: Tactic `rewrite` failed: Did not find an occurrence of the pattern
  refl K K₁
in the target expression
  Real.instAddCommMonoid =
    CommRing.toNonUnitalCommRing.toNonUnitalNonAssocCommRing.toNonUnitalNonAssocSemiring.toAddCommMonoid

case e'_3
K₁ K K₂ R₀ : ℝ
w u T R : ℕ → ℝ
h₁ : 0 < K₁
h : 0 < K
h₂ : 0 < K₂
P : PulseTrain K₁ K K₂ R₀ w u T R
hq : |refl K K₁ * refl K K₂| < 1
hR₀ : R₀ = refl K₁ K
ha : K₁ + K ≠ 0
ha' : K + K₁ ≠ 0
hb : K + K₂ ≠ 0
hc : K₁ + K₂ ≠ 0
hd : 1 - refl K K₁ * refl K K₂ = 2 * K * (K₁ + K₂) / ((K₁ + K) * (K + K₂))
geo : HasSum (fun n => (refl K K₁ * refl K K₂) ^ n) (2 * K * (K₁ + K₂) / ((K₁ + K) * (K + K₂)))⁻¹
⊢ Real.instAddCommMonoid =
    CommRing.toNonUnitalCommRing.toNonUnitalNonAssocCommRing.toNonUnitalNonAssocSemiring.toAddCommMonoid
```

This version goes through:

```diff
@@ -113,14 +113,21 @@
   constructor
   · rw [funext fun j => (pulse_charges h₁ h h₂ P j).1]
-    convert geo.mul_left ((1 - refl K K₂) * (1 - refl K₁ K)) using 1
-    unfold refl
-    field_simp
-    ring
+    have e : 2 * K₂ / (K₁ + K₂) = (1 - refl K K₂) * (1 - refl K₁ K) *
+        (2 * K * (K₁ + K₂) / ((K₁ + K) * (K + K₂)))⁻¹ := by
+      unfold refl
+      field_simp
+      ring
+    rw [e]
+    exact geo.mul_left _
   · rw [funext fun j => (pulse_charges h₁ h h₂ P j).2, hR₀]
-    convert geo.mul_left ((1 - refl K K₁) * refl K K₂ * (1 - refl K₁ K)) using 1
-    rw [refl_swap K₁ K]
-    unfold refl
-    field_simp
-    ring
+    have e : refl K₁ K₂ - refl K₁ K =
+        (1 - refl K K₁) * refl K K₂ * (1 - refl K₁ K) *
+        (2 * K * (K₁ + K₂) / ((K₁ + K) * (K + K₂)))⁻¹ := by
+      rw [refl_swap K₁ K]
+      unfold refl
+      field_simp
+      ring
+    rw [e]
+    exact geo.mul_left _
 
 end
```

Cause. Both errors come from the step after `convert ... using 1`. `HasSum` takes, besides the sequence and its sum, an instance giving the additive structure of the reals. The goal has `Real.instAddCommMonoid`, while `geo.mul_left` has an instance derived from the ring structure. `convert` matched the two statements argument by argument and left the equality of these instances as a goal. The next tactic in each half met that goal instead of an identity between sums. It contains no `refl`, so `unfold refl` had nothing to unfold, and `rw [refl_swap K₁ K]` found no `refl K K₁` to rewrite.

The repair states the identity between the sums separately, as `e`, and proves it with the same tactics as before, which now have the right goal. `rw [e]` then gives the sum the form it has in `geo.mul_left`, and `exact geo.mul_left _` closes the goal. `exact` needs the two statements to agree only up to unfolding of definitions, and the two instances do, so no separate goal about them arises.
